# The Weyl–Paldus formula counts the walks of a distinct row table

Let $a,b,c$ be natural numbers and $n=a+b+c$. A walk goes from $(a,b,c)$ to $(0,0,0)$ by subtracting $(0,0,1)$, $(0,1,0)$, $(1,-1,1)$ or $(1,0,0)$ at each step, with no entry ever negative. The number of walks is

$$\frac{b+1}{n+1}\binom{n+1}{a}\binom{n+1}{c}.$$

From $(3,0,3)$ there are 175 walks, and 30 rows can be reached, the starting row included.

## Rows, orbitals and spin

In the unitary group approach, a row $(a,b,c)$ describes $N=2a+b$ electrons in $n$ orbitals with total spin $S=b/2$. Each step removes the highest remaining orbital. Steps 0 and 3 remove an empty and a doubly occupied orbital. Steps 1 and 2 remove a singly occupied one: seen from the smaller system, adding it back raises the spin by $1/2$ in step 1 and lowers it by $1/2$ in step 2.

Walks label the spin-adapted configurations of a full configuration interaction expansion in a finite orbital set, without spatial symmetry. The row $(3,0,3)$ is the singlet with six electrons in six orbitals. The distinct row table lists the rows that can be reached from the starting row, together with the steps that connect them.

## What the Lean statements say

A `Row` is a triple of integers, so subtraction can produce a negative entry, and `Allowed` excludes such rows. `IsWalk w r s` says that the list `w` of step numbers leads from `r` to `s`, with every visited row allowed, both ends included. `numWalks r` is the cardinality of the type of lists that lead from `r` to zero.

`weyl_paldus_formula` takes arbitrary natural $a,b,c$ and states the product formula in the rationals, where the division is exact. `reachable_iff` describes the rows below any allowed row, and the other two main theorems give the numbers for $(3,0,3)$.

The Weyl–Paldus formula is usually read as the dimension of the space of $N$-electron states in $n$ orbitals with spin $S$ and fixed spin projection. What is proved here is the count of walks; that they label a basis of that space is taken from the physics.

The count could also have been defined as a function obeying the four-term recursion below. It would then be directly computable, but the recursion would be an assumption about walks, and a separate proof would have to connect the two.

## From the recursion to the product

Let $f(a,b,c)$ be the number of walks. For an allowed row of level $a+b+c=n+1$, sorting the walks by their first step gives

$$f(a,b,c)=f(a,b,c-1)+f(a,b-1,c)+f(a-1,b+1,c-1)+f(a-1,b,c).$$

Set $\binom{n}{k}=0$ for $k<0$ and define

$$D_n(a,c)=\binom na\binom nc-\binom n{a-1}\binom n{c-1}.$$

The claim is $f=D_n(a,c)$ for every row of level $n$ with $b\ge-1$. At level 0 the only allowed row is $(0,0,0)$, with one empty walk, and $D_0(0,0)=1$. For the induction step, the four terms add up to

$$D_n(a,c-1)+D_n(a,c)+D_n(a-1,c-1)+D_n(a-1,c).$$

The first products in these terms sum to $\left[\binom na+\binom n{a-1}\right]\left[\binom nc+\binom n{c-1}\right]=\binom{n+1}a\binom{n+1}c$ by Pascal's rule. The subtracted products give the same expression with $a$ and $c$ lowered by one. The total is $D_{n+1}(a,c)$.

The absorption identity $k\binom{n+1}k=(n+1)\binom n{k-1}$, together with Pascal's rule, gives

$$\binom n{k-1}=\frac{k}{n+1}\binom{n+1}k,\qquad \binom nk=\frac{n+1-k}{n+1}\binom{n+1}k.$$

Since $(n+1-a)(n+1-c)-ac=(n+1)(n+1-a-c)$, it follows that

$$D_n(a,c)=\frac{n+1-a-c}{n+1}\binom{n+1}a\binom{n+1}c.$$

At level $n$ the numerator is $b+1$, which is the stated formula. It also settles the forbidden rows, which have no walks: $D_n$ vanishes when $b=-1$, and it vanishes for negative $a$ or $c$ because the binomials do.

## Two electrons in two orbitals

For the singlet row $(1,0,1)$ the formula gives $\frac13\cdot3\cdot3=3$. The walks are $[0,3]$, $[3,0]$ and $[2,1]$: two closed-shell configurations and one open-shell singlet. Starting with step 1 would give $b=-1$.

## Which rows can be reached

No step increases $a$, $c$, $a+b$ or $b+c$, so a row $(a',b',c')$ reached from $(a,b,c)$ satisfies

$$a'\le a,\quad c'\le c,\quad a'+b'\le a+b,\quad b'+c'\le b+c.$$

Conversely, any allowed row satisfying these inequalities can be reached. While the rows differ, take step 2 if $b<b'$ and step 1 if $b>b'$. If $b=b'$, take step 3 when $a'<a$ and step 0 otherwise. Each choice preserves the inequalities and lowers the level by one.

From $(3,0,3)$ the conditions become $a'+b'\le3$ and $b'+c'\le3$. Each $b'$ from 0 to 3 leaves $(4-b')^2$ rows, and $16+9+4+1=30$.

## The complete file

```lean
import Mathlib

open Finset

namespace UnitaryGroupWalks

/-- Triples (a, b, c) of integers, used for the rows of the distinct row table; negative entries are
not excluded here. -/
abbrev Row := ℤ × ℤ × ℤ

/-- The triple subtracted from a row by each of the four step numbers. -/
def step : Fin 4 → Row
  | 0 => (0, 0, 1)
  | 1 => (0, 1, 0)
  | 2 => (1, -1, 1)
  | 3 => (1, 0, 0)

/-- A row is allowed when its three entries are nonnegative. -/
abbrev Allowed (r : Row) : Prop := 0 ≤ r.1 ∧ 0 ≤ r.2.1 ∧ 0 ≤ r.2.2

/-- The level a + b + c of a row, its number of orbitals. -/
abbrev level (r : Row) : ℤ := r.1 + r.2.1 + r.2.2

/-- The step numbers in the list lead from the first row down to the second,
through allowed rows only. -/
inductive IsWalk : List (Fin 4) → Row → Row → Prop
  | nil {r : Row} (hr : Allowed r) : IsWalk [] r r
  | cons {r s : Row} {w : List (Fin 4)} (d : Fin 4) (hr : Allowed r)
      (h : IsWalk w (r - step d) s) : IsWalk (d :: w) r s

/-- The walks from a row down to (0, 0, 0). -/
abbrev Walks (r : Row) := {w : List (Fin 4) // IsWalk w r 0}

/-- The number of walks from a row down to (0, 0, 0). -/
noncomputable def numWalks (r : Row) : ℕ := Nat.card (Walks r)

/-- Some walk leads from row r down to row s. -/
def Reachable (r s : Row) : Prop := ∃ w, IsWalk w r s

/-- The binomial coefficient, extended by zero to negative lower index. -/
def binom (n : ℕ) (k : ℤ) : ℤ := if k < 0 then 0 else n.choose k.toNat

/-- The number of steps of a walk is the difference of the levels of its end rows. -/
theorem walk_length {w : List (Fin 4)} {r s : Row} (h : IsWalk w r s) :
    (w.length : ℤ) = level r - level s := by
  induction h with
  | nil _ => simp
  | cons d _ _ ih =>
    have h1 := (by decide : ∀ d, level (step d) = 1) d
    simp only [level, Prod.fst_sub, Prod.snd_sub, List.length_cons] at ih h1 ⊢
    push_cast
    omega

/-- Only finitely many walks lead from a given row to (0, 0, 0). -/
instance finite_walks (r : Row) : Finite (Walks r) := by
  have h : {w : List (Fin 4) | IsWalk w r 0}.Finite := by
    refine (List.finite_length_eq (Fin 4) (level r).toNat).subset fun w hw => ?_
    have h1 := walk_length hw
    have h0 : level 0 = 0 := by simp [level]
    rw [h0, sub_zero] at h1
    change w.length = (level r).toNat
    rw [← h1, Int.toNat_natCast]
  exact h.to_subtype

/-- The walks from an allowed row other than (0, 0, 0) are counted by their first step. -/
theorem numWalks_recursion {r : Row} (hr : Allowed r) (h0 : r ≠ 0) :
    numWalks r = ∑ d, numWalks (r - step d) := by
  have hinv : ∀ w, IsWalk w r 0 → ∃ d v, w = d :: v ∧ IsWalk v (r - step d) 0 := by
    intro w h
    cases h with
    | nil _ => exact absurd rfl h0
    | cons d _ h => exact ⟨d, _, rfl, h⟩
  -- putting the first step in front is a bijection
  let f : (Σ d, Walks (r - step d)) → Walks r :=
    fun x => ⟨x.1 :: x.2.1, IsWalk.cons x.1 hr x.2.2⟩
  have hf : Function.Bijective f := by
    constructor
    · rintro ⟨d, w, h⟩ ⟨d', w', h'⟩ e
      obtain ⟨rfl, rfl⟩ := List.cons.inj (congrArg Subtype.val e)
      rfl
    · rintro ⟨w, h⟩
      obtain ⟨d, v, rfl, hv⟩ := hinv w h
      exact ⟨⟨d, v, hv⟩, rfl⟩
  unfold numWalks
  rw [← Nat.card_eq_of_bijective f hf, Nat.card_sigma]

/-- For natural lower index the extended binomial coefficient is the usual one. -/
theorem binom_natCast (n k : ℕ) : binom n k = n.choose k := by
  rw [binom, if_neg (by omega), Int.toNat_natCast]

/-- Pascal's rule and the absorption identity hold for every integer lower index. -/
theorem binom_pascal (n : ℕ) (k : ℤ) :
    binom (n + 1) k = binom n k + binom n (k - 1) ∧
      k * binom (n + 1) k = (n + 1) * binom n (k - 1) := by
  rcases lt_trichotomy k 0 with h | rfl | h
  · have h1 (m : ℕ) : binom m k = 0 := if_pos h
    have h2 : binom n (k - 1) = 0 := if_pos (by omega)
    simp [h1, h2]
  · simp [binom]
  · obtain ⟨m, rfl⟩ : ∃ m : ℕ, k = ((m + 1 : ℕ) : ℤ) := ⟨(k - 1).toNat, by omega⟩
    have e : ((m + 1 : ℕ) : ℤ) - 1 = m := by omega
    rw [e, binom_natCast, binom_natCast, binom_natCast]
    have q : ((n : ℤ) + 1) * n.choose m = (n + 1).choose (m + 1) * (m + 1) := by
      exact_mod_cast Nat.add_one_mul_choose_eq n m
    constructor
    · rw [Nat.choose_succ_succ']
      push_cast
      ring
    · push_cast
      linear_combination -q

/-- A two-by-two determinant of binomial coefficients, times n + 1, is a single product. -/
theorem binom_det (n : ℕ) (a c : ℤ) :
    ((n : ℤ) + 1) * (binom n a * binom n c - binom n (a - 1) * binom n (c - 1)) =
      (n + 1 - a - c) * binom (n + 1) a * binom (n + 1) c := by
  obtain ⟨p1, q1⟩ := binom_pascal n a
  obtain ⟨p2, q2⟩ := binom_pascal n c
  rw [p1] at q1
  rw [p2] at q2
  rw [p1, p2]
  linear_combination (binom n c + binom n (c - 1)) * q1 +
    (binom n a + binom n (a - 1)) * q2

/-- For a row of level n with b at least -1, the number of walks is a two-by-two
determinant of binomial coefficients. -/
theorem numWalks_eq_det (n : ℕ) {r : Row} (hs : level r = n) (hb : -1 ≤ r.2.1) :
    (numWalks r : ℤ) =
      binom n r.1 * binom n r.2.2 - binom n (r.1 - 1) * binom n (r.2.2 - 1) := by
  -- on forbidden rows with b at least -1 both sides vanish
  have hout (m : ℕ) (r : Row) (hs : level r = m) (hb : -1 ≤ r.2.1) (hr : ¬ Allowed r) :
      (numWalks r : ℤ) =
        binom m r.1 * binom m r.2.2 - binom m (r.1 - 1) * binom m (r.2.2 - 1) := by
    have hall : ∀ w s, IsWalk w r s → Allowed r := by
      intro w s h
      cases h <;> assumption
    have : IsEmpty (Walks r) := ⟨fun x => hr (hall _ _ x.2)⟩
    have h0 : numWalks r = 0 := Nat.card_of_isEmpty
    have hn (k : ℤ) (h : k < 0) : binom m k = 0 := if_pos h
    rw [h0, Nat.cast_zero]
    by_cases ha : r.1 < 0
    · rw [hn _ ha, hn (r.1 - 1) (by omega)]; ring
    by_cases hc : r.2.2 < 0
    · rw [hn _ hc, hn (r.2.2 - 1) (by omega)]; ring
    simp only [Allowed, level] at hr hs
    have key := binom_det m r.1 r.2.2
    have hz : (m : ℤ) + 1 - r.1 - r.2.2 = 0 := by omega
    rw [hz, zero_mul, zero_mul] at key
    exact ((mul_eq_zero.mp key).resolve_left (by omega)).symm
  induction n generalizing r with
  | zero =>
    by_cases hr : Allowed r
    · obtain ⟨a, b, c⟩ := r
      simp only [Allowed, level] at hr hs
      obtain ⟨rfl, rfl, rfl⟩ : a = 0 ∧ b = 0 ∧ c = 0 := by omega
      have hw (x : Walks (0, 0, 0)) : x.1 = [] := by
        simpa [level] using walk_length x.2
      have h1 : numWalks (0, 0, 0) = 1 := Nat.card_eq_one_iff_unique.mpr
        ⟨⟨fun x y => Subtype.ext ((hw x).trans (hw y).symm)⟩,
          ⟨⟨[], IsWalk.nil ⟨le_rfl, le_rfl, le_rfl⟩⟩⟩⟩
      rw [h1]
      simp [binom]
    · exact hout 0 r hs hb hr
  | succ n ih =>
    by_cases hr : Allowed r
    · have h0 : r ≠ 0 := by
        rintro rfl
        simp only [level, Prod.fst_zero, Prod.snd_zero] at hs
        omega
      have hl (d : Fin 4) : level (r - step d) = n ∧ -1 ≤ (r - step d).2.1 := by
        have h2 := (by decide : ∀ d, level (step d) = 1 ∧ (step d).2.1 ≤ 1) d
        have h3 := hr.2.1
        simp only [level, Prod.fst_sub, Prod.snd_sub] at h2 hs ⊢
        omega
      rw [numWalks_recursion hr h0, Fin.sum_univ_four]
      push_cast
      rw [ih (hl 0).1 (hl 0).2, ih (hl 1).1 (hl 1).2, ih (hl 2).1 (hl 2).2,
        ih (hl 3).1 (hl 3).2]
      -- Pascal's rule reproduces the four terms
      simp only [step, Prod.fst_sub, Prod.snd_sub, sub_zero, (binom_pascal n _).1]
      ring
    · exact hout (n + 1) r hs hb hr

/-- Weyl-Paldus dimension formula: the number of walks from (a, b, c) to (0, 0, 0), with
n = a + b + c, is (b+1)/(n+1) times C(n+1, a) times C(n+1, c). -/
theorem weyl_paldus_formula (a b c : ℕ) :
    (numWalks ((a : ℤ), (b : ℤ), (c : ℤ)) : ℚ) =
      ((b : ℚ) + 1) / ((a : ℚ) + b + c + 1) *
        ((a + b + c + 1).choose a : ℚ) * ((a + b + c + 1).choose c : ℚ) := by
  have h := numWalks_eq_det (a + b + c) (r := ((a : ℤ), (b : ℤ), (c : ℤ)))
    (by simp [level]) (by dsimp only; omega)
  dsimp only at h
  have key := binom_det (a + b + c) a c
  rw [← h, binom_natCast, binom_natCast] at key
  have q := congrArg (Int.cast : ℤ → ℚ) key
  push_cast at q
  have hn : (a : ℚ) + b + c + 1 ≠ 0 := by positivity
  rw [div_mul_eq_mul_div, div_mul_eq_mul_div, eq_div_iff hn]
  linear_combination q

/-- There are 175 walks from (3, 0, 3), the row of six electrons in six orbitals
coupled to a singlet. -/
theorem numWalks_six_six : numWalks (3, 0, 3) = 175 := by
  have h := weyl_paldus_formula 3 0 3
  norm_num [Nat.choose] at h
  exact_mod_cast h

/-- From an allowed row, the reachable rows are the allowed rows for which
none of a, c, a + b and b + c has grown. -/
theorem reachable_iff {r s : Row} (hr : Allowed r) :
    Reachable r s ↔ Allowed s ∧ s.1 ≤ r.1 ∧ s.2.2 ≤ r.2.2 ∧
      s.1 + s.2.1 ≤ r.1 + r.2.1 ∧ s.2.1 + s.2.2 ≤ r.2.1 + r.2.2 := by
  constructor
  · rintro ⟨w, h⟩
    clear hr
    induction h with
    | nil h => exact ⟨h, le_rfl, le_rfl, le_rfl, le_rfl⟩
    | cons d _ _ ih =>
      have hd := (by decide : ∀ d, 0 ≤ (step d).1 ∧ 0 ≤ (step d).2.2 ∧
        0 ≤ (step d).1 + (step d).2.1 ∧ 0 ≤ (step d).2.1 + (step d).2.2) d
      simp only [Allowed, Prod.fst_sub, Prod.snd_sub] at ih ⊢
      omega
  · intro h
    simp only [Allowed] at h hr
    obtain ⟨k, hk⟩ : ∃ k : ℕ, r.1 + r.2.1 + r.2.2 = s.1 + s.2.1 + s.2.2 + k :=
      ⟨(r.1 + r.2.1 + r.2.2 - s.1 - s.2.1 - s.2.2).toNat, by omega⟩
    induction k generalizing r with
    | zero =>
      have e : r = s := Prod.ext (by omega) (Prod.ext (by omega) (by omega))
      subst e
      exact ⟨[], IsWalk.nil hr⟩
    | succ k ih =>
      have go (d : Fin 4) (h' : Reachable (r - step d) s) : Reachable r s :=
        h'.elim fun w hw => ⟨d :: w, IsWalk.cons d hr hw⟩
      -- comparing the two values of b, and those of a when b agrees, selects the step
      rcases lt_trichotomy r.2.1 s.2.1 with h2 | h2 | h2
      · refine go 2 (ih ?_ ?_ ?_) <;> simp only [step, Prod.fst_sub, Prod.snd_sub] <;> omega
      · by_cases ha : s.1 < r.1
        · refine go 3 (ih ?_ ?_ ?_) <;> simp only [step, Prod.fst_sub, Prod.snd_sub] <;> omega
        · refine go 0 (ih ?_ ?_ ?_) <;> simp only [step, Prod.fst_sub, Prod.snd_sub] <;> omega
      · refine go 1 (ih ?_ ?_ ?_) <;> simp only [step, Prod.fst_sub, Prod.snd_sub] <;> omega

/-- Exactly 30 rows are reachable from (3, 0, 3), the starting row included. -/
theorem rows_six_six : {s : Row | Reachable (3, 0, 3) s}.ncard = 30 := by
  have h : {s : Row | Reachable (3, 0, 3) s} =
      (((Icc (0 : ℤ) 3 ×ˢ Icc (0 : ℤ) 3 ×ˢ Icc (0 : ℤ) 3).filter
        fun s => s.1 + s.2.1 ≤ 3 ∧ s.2.1 + s.2.2 ≤ 3 : Finset Row) : Set Row) := by
    ext ⟨a, b, c⟩
    rw [Set.mem_ofPred_eq, reachable_iff (by decide)]
    simp only [Allowed, Finset.mem_coe, Finset.mem_filter, Finset.mem_product,
      Finset.mem_Icc]
    omega
  rw [h, Set.ncard_coe_finset]
  decide +kernel

end UnitaryGroupWalks
```

```lean
#print axioms UnitaryGroupWalks.weyl_paldus_formula
-- 'UnitaryGroupWalks.weyl_paldus_formula' depends on axioms: [propext, Classical.choice, Quot.sound]
#print axioms UnitaryGroupWalks.numWalks_six_six
-- 'UnitaryGroupWalks.numWalks_six_six' depends on axioms: [propext, Classical.choice, Quot.sound]
#print axioms UnitaryGroupWalks.rows_six_six
-- 'UnitaryGroupWalks.rows_six_six' depends on axioms: [propext, Classical.choice, Quot.sound]
```

## How Lean carries out the argument

`walk_length` shows by induction on the walk that its length is the difference of the levels. `finite_walks` deduces that the walks to zero are finite in number, which the cardinality of a sum needs. `numWalks_recursion` then shows that putting the first step in front is a bijection.

`binom_pascal` proves Pascal's rule and absorption for every integer lower index, by cases on its sign. `binom_det` combines them with `linear_combination`, avoiding division.

The induction is in `numWalks_eq_det`. Its local statement `hout` treats the forbidden rows, using `binom_det` when $b=-1$. For allowed rows, the recursion, the induction hypothesis and Pascal's rule leave an identity that `ring` closes. `weyl_paldus_formula` moves the result to the rationals and divides by $n+1$; `numWalks_six_six` evaluates it.

In `reachable_iff`, one direction is an induction on the walk and the other on the level difference, with the choice of step described above; `omega` checks the inequalities. `rows_six_six` rewrites the reachable set as a filtered finite box, whose elements `decide +kernel` counts.
